# The alternating binomial sum of jⁱ over j = 0, …, k vanishes for i < k

For natural numbers i < k, the lemma states that the sum over j from 0 to k of (−1)ʲ C(k, j) jⁱ is zero, where C(k, j) is the binomial coefficient and 0⁰ counts as 1. This is a finite identity in the real numbers; it involves no physical model, state or operator. The attempt starts from the fact that the k-th forward difference of the power function xⁱ vanishes when i < k, and evaluates it at x = 0. Expanding that difference gives the same sum with signs (−1)ᵏ⁻ʲ, and multiplying by (−1)ᵏ turns these into the signs (−1)ʲ of the statement.

Lean 4 with Mathlib refuses this proof:

```lean
import Mathlib

open MeasureTheory ProbabilityTheory Filter Topology

noncomputable section

namespace AlternatingPowerSum

private lemma alternating_power_sum {k i : ℕ} (hi : i < k) :
    ∑ j ∈ Finset.range (k + 1), (-1 : ℝ) ^ j * (k.choose j : ℝ) * (j : ℝ) ^ i = 0 := by
  have h := congrFun (fwdDiff_iter_pow_lt (R := ℝ) hi) 0
  rw [fwdDiff_iter_eq_sum_shift] at h
  simp only [zsmul_eq_mul, Int.cast_mul, Int.cast_pow, Int.cast_neg, Int.cast_one,
    Int.cast_natCast, zero_add, nsmul_eq_mul, mul_one, Pi.zero_apply] at h
  rw [← mul_zero ((-1 : ℝ) ^ k), ← h, Finset.mul_sum]
  refine Finset.sum_congr rfl fun j hj => ?_
  have hjk := Finset.mem_range.mp hj
  have e : (-1 : ℝ) ^ (k - j) * (-1) ^ (k - j) = 1 := by
    rw [← mul_pow]
    norm_num
  have f : (-1 : ℝ) ^ k = (-1) ^ j * (-1) ^ (k - j) := by
    rw [← pow_add]
    congr 1
    omega
  rw [f]
  linear_combination (-((-1 : ℝ) ^ j * (k.choose j : ℝ) * (j : ℝ) ^ i)) * e

end AlternatingPowerSum
```

Messages:

```
Main.lean:11:22: error(lean.unknownIdentifier): Unknown identifier `fwdDiff_iter_pow_lt`
Main.lean:10:85: error: unsolved goals
k i : ℕ
hi : i < k
⊢ ∑ j ∈ Finset.range (k + 1), (-1) ^ j * ↑(k.choose j) * ↑j ^ i = 0
```

Diagnosis. The first message says that Lean knows no declaration called `fwdDiff_iter_pow_lt`. The proof cites it in its first step, to obtain the vanishing of the forward difference as the hypothesis `h`, so that step fails.

The second message shows the lemma's original goal still unproved, with only `k`, `i` and `hi` in the context. There is no `h`, and the sum has not been rewritten. This is a consequence of the failed first step, not a second fault in the argument.

The diff changes only the name, to `fwdDiff_iter_pow_eq_zero_of_lt`, which is the lemma the proof needs. It takes the same arguments, `(R := ℝ)` and `hi`, and says that the iterated difference is the zero function. `congrFun` can then evaluate that equality at 0 to give `h`. The remaining steps, which expand the difference and adjust the signs, work as first written, so both errors disappear.

This version goes through:

```diff
@@ -9,5 +9,5 @@
 private lemma alternating_power_sum {k i : ℕ} (hi : i < k) :
     ∑ j ∈ Finset.range (k + 1), (-1 : ℝ) ^ j * (k.choose j : ℝ) * (j : ℝ) ^ i = 0 := by
-  have h := congrFun (fwdDiff_iter_pow_lt (R := ℝ) hi) 0
+  have h := congrFun (fwdDiff_iter_pow_eq_zero_of_lt (R := ℝ) hi) 0
   rw [fwdDiff_iter_eq_sum_shift] at h
   simp only [zsmul_eq_mul, Int.cast_mul, Int.cast_pow, Int.cast_neg, Int.cast_one,
```
